# Convergence criterion for a linear model of the Wang-Landau error, with halving and inverse-time gains

## Definitions and conventions

A Wang-Landau simulation estimates ln Ω_i, the logarithm of the density of states in energy bin i, up to an additive constant common to all bins. With this constant fixed by a normalisation, the error of the estimate after t updates is e_t, an element of a real normed space `E`: one component per bin, or a single number for `E` = ℝ. No finite dimension is assumed.

```lean
import Mathlib

open Filter Topology Finset

namespace WangLandauError

noncomputable section

variable {E : Type*} [NormedAddCommGroup E] [NormedSpace ℝ E]
```

The model is a deterministic linear recursion with a real gain g_t, the same for all bins, starting at t = 0:

e_(t+1) = (1 − g_t) e_t

The recursion is postulated, not derived from the algorithm; it has no random walk and no sampling noise. The gain g_t is not the algorithm's increment ln f (f is the modification factor), which is added to the estimate of the visited bin only; for gains in [0, 1], g_t is the fraction of the error removed from every bin in one update. `wlError g e₀ t` is e_t.

```lean
/-- Postulated noiseless linear model for the error of an estimated log density of states (a vector over the
energy bins): `e (t+1) = (1 - g t) e t`, with gain `g t` and initial error `e₀`. -/
def wlError (g : ℕ → ℝ) (e₀ : E) : ℕ → E
  | 0 => e₀
  | t + 1 => (1 - g t) • wlError g e₀ t
```

The contraction factor and the accumulated gain are

P_t = ∏_(s<t) (1 − g_s),  S_t = Σ_(s<t) g_s

with P_0 = 1 and S_0 = 0. In Lean, `range t` is {0, …, t−1}.

```lean
/-- Accumulated contraction factor `∏_{s<t} (1 - g s)` after `t` updates. -/
def contraction (g : ℕ → ℝ) (t : ℕ) : ℝ := ∏ s ∈ range t, (1 - g s)
```

The halving schedule has initial gain g and stages of fixed length M, in place of a flat-histogram test:

g_t = g · 2^(−⌊t/M⌋)

On natural numbers `t / M` is this floor.

```lean
/-- Halving schedule: the gain starts at `g` and is halved after every `M` updates. -/
def halving (g : ℝ) (M : ℕ) (t : ℕ) : ℝ := g * (1 / 2) ^ (t / M)
```

The inverse-time schedule is g_t = 1/(t+2); the offset gives g_0 = 1/2 < 1.

```lean
/-- Inverse-time schedule `g t = 1 / (t + 2)`. -/
def inverseTime (t : ℕ) : ℝ := 1 / ((t : ℝ) + 2)
```

## The contraction factor

If e_t = P_t e_0, then e_(t+1) = (1 − g_t) P_t e_0 = P_(t+1) e_0, so by induction, for any gains,

e_t = P_t e_0

```lean
/-- The error after `t` updates is the initial error times the contraction factor. -/
theorem wlError_eq_smul (g : ℕ → ℝ) (e₀ : E) (t : ℕ) :
    wlError g e₀ t = contraction g t • e₀ := by
  induction t with
  | zero => simp [wlError, contraction]
  | succ t ih =>
    simp only [wlError, ih, smul_smul, contraction, Finset.prod_range_succ]
    rw [mul_comm]
```

For g_t ≤ 1 every factor is non-negative, and 1 − x ≤ exp(−x) (`hstep`) multiplies up to

0 ≤ P_t ≤ exp(−S_t)

```lean
/-- For gains at most one, the contraction factor lies between zero and the exponential of
minus the accumulated gain. -/
theorem contraction_le_exp (g : ℕ → ℝ) (h1 : ∀ t, g t ≤ 1) (t : ℕ) :
    0 ≤ contraction g t ∧ contraction g t ≤ Real.exp (-∑ s ∈ range t, g s) := by
  refine ⟨Finset.prod_nonneg fun i _ => by linarith [h1 i], ?_⟩
  induction t with
  | zero => simp [contraction]
  | succ t ih =>
    unfold contraction at ih ⊢
    rw [Finset.prod_range_succ, Finset.sum_range_succ, neg_add, Real.exp_add]
    -- one step: `1 - g ≤ exp (-g)`
    have hstep : 1 - g t ≤ Real.exp (-g t) := by linarith [Real.add_one_le_exp (-g t)]
    exact mul_le_mul ih hstep (by linarith [h1 t]) (Real.exp_pos _).le
```

For 0 ≤ g_t ≤ 1 there is a lower bound P_t ≥ 1 − S_t. The induction step, closed by `nlinarith`, is

P_(t+1) ≥ (1 − S_t)(1 − g_t) = 1 − S_(t+1) + S_t g_t ≥ 1 − S_(t+1)

```lean
/-- For gains in `[0, 1]`, the contraction factor is at least one minus the accumulated gain. -/
theorem one_sub_sum_le_contraction (g : ℕ → ℝ) (h0 : ∀ t, 0 ≤ g t) (h1 : ∀ t, g t ≤ 1)
    (t : ℕ) : 1 - ∑ s ∈ range t, g s ≤ contraction g t := by
  induction t with
  | zero => simp [contraction]
  | succ t ih =>
    unfold contraction at ih ⊢
    rw [Finset.prod_range_succ, Finset.sum_range_succ]
    have hS : 0 ≤ ∑ s ∈ range t, g s := Finset.sum_nonneg fun i _ => h0 i
    have hg : 0 ≤ 1 - g t := by linarith [h1 t]
    nlinarith [mul_le_mul_of_nonneg_right ih hg, mul_nonneg hS (h0 t)]
```

Now let 0 ≤ g_t < 1 with finite total S_∞, which is `Summable g`. Then P_t is positive and non-increasing (`hpos`, `hanti`), so it converges to its infimum p. The bound 1 − S_t is useless once S_t ≥ 1, so it is applied to a tail. Choose N with S_N > S_∞ − 1/2 (`hN'`). For every k ≥ 0,

P_(N+k) = P_N ∏_(s<k) (1 − g_(N+s)) ≥ P_N (1 − (S_(N+k) − S_N)) ≥ P_N / 2

These steps are `hsplit`, `htail` and `hhalf`, and in the limit p ≥ P_N/2 > 0.

```lean
/-- For summable gains in `[0, 1)`, the contraction factor converges to a positive limit. -/
theorem contraction_limit_pos (g : ℕ → ℝ) (h0 : ∀ t, 0 ≤ g t) (h1 : ∀ t, g t < 1)
    (hs : Summable g) : ∃ p : ℝ, 0 < p ∧ Tendsto (contraction g) atTop (𝓝 p) := by
  have hpos : ∀ t, 0 < contraction g t := fun t =>
    Finset.prod_pos fun i _ => by linarith [h1 i]
  -- the factor decreases and is bounded below, so it converges
  have hanti : Antitone (contraction g) := by
    refine antitone_nat_of_succ_le fun n => ?_
    have hn : contraction g (n + 1) = contraction g n * (1 - g n) :=
      Finset.prod_range_succ _ _
    rw [hn]
    nlinarith [mul_nonneg (hpos n).le (h0 n)]
  have hbdd : BddBelow (Set.range (contraction g)) :=
    ⟨0, by rintro _ ⟨t, rfl⟩; exact (hpos t).le⟩
  have hlim := tendsto_atTop_ciInf hanti hbdd
  -- beyond some step `N` less than half a unit of gain remains
  have hev := hs.hasSum.tendsto_sum_nat.eventually
    (lt_mem_nhds (show (∑' i, g i) - 1 / 2 < ∑' i, g i by linarith))
  obtain ⟨N, hN⟩ := hev.exists
  have hN' : (∑' i, g i) - 1 / 2 < ∑ i ∈ range N, g i := hN
  have hlow : ∀ t, N ≤ t → contraction g N / 2 ≤ contraction g t := by
    intro t ht
    obtain ⟨k, rfl⟩ := Nat.exists_eq_add_of_le ht
    have hsplit : contraction g (N + k)
        = contraction g N * contraction (fun x => g (N + x)) k :=
      Finset.prod_range_add _ _ _
    have htail : 1 - ∑ s ∈ range k, g (N + s) ≤ contraction (fun x => g (N + x)) k :=
      one_sub_sum_le_contraction (fun x => g (N + x)) (fun x => h0 _) (fun x => (h1 _).le) k
    have hle : ∑ i ∈ range (N + k), g i ≤ ∑' i, g i :=
      hs.sum_le_tsum _ fun i _ => h0 i
    rw [Finset.sum_range_add] at hle
    have hhalf : 1 / 2 ≤ contraction (fun x => g (N + x)) k := by linarith
    rw [hsplit]
    linarith [mul_le_mul_of_nonneg_left hhalf (hpos N).le]
  refine ⟨_, ?_, hlim⟩
  have hge := ge_of_tendsto hlim (eventually_atTop.2 ⟨N, hlow⟩)
  linarith [hpos N]
```

Multiplying by e_0 ≠ 0 gives e_t → L = p e_0 ≠ 0.

```lean
/-- For summable gains in `[0, 1)` and nonzero initial error, the error converges to a
nonzero limit. -/
theorem wlError_saturates (g : ℕ → ℝ) (h0 : ∀ t, 0 ≤ g t) (h1 : ∀ t, g t < 1)
    (hs : Summable g) (e₀ : E) (he : e₀ ≠ 0) :
    ∃ L : E, L ≠ 0 ∧ Tendsto (wlError g e₀) atTop (𝓝 L) := by
  obtain ⟨p, hp, hlim⟩ := contraction_limit_pos g h0 h1 hs
  exact ⟨p • e₀, smul_ne_zero hp.ne' he,
    (hlim.smul_const e₀).congr fun t => (wlError_eq_smul g e₀ t).symm⟩
```

## The criterion

For 0 ≤ g_t < 1 (`h0`, `h1`; zero gains are allowed) and e_0 ≠ 0 (`he`),

e_t → 0 in norm  ⇔  S_t → +∞

If S_t → +∞, then exp(−S_t) → 0 and `squeeze_zero` sends P_t, hence e_t, to zero. Conversely, non-negative gains whose partial sums do not diverge are summable, so e_t has a nonzero limit L; if also e_t → 0, `tendsto_nhds_unique` forces L = 0, a contradiction.

```lean
/-- Convergence criterion: for gains in `[0, 1)` and nonzero initial error, the error tends
to zero if and only if the accumulated gain diverges. -/
theorem wlError_tendsto_zero_iff (g : ℕ → ℝ) (h0 : ∀ t, 0 ≤ g t) (h1 : ∀ t, g t < 1)
    (e₀ : E) (he : e₀ ≠ 0) :
    Tendsto (wlError g e₀) atTop (𝓝 0) ↔
      Tendsto (fun t => ∑ s ∈ range t, g s) atTop atTop := by
  constructor
  · intro hz
    -- a finite total gain would give a second, nonzero limit
    refine (not_summable_iff_tendsto_nat_atTop_of_nonneg h0).1 fun hs => ?_
    obtain ⟨L, hL, hlim⟩ := wlError_saturates g h0 h1 hs e₀ he
    exact hL (tendsto_nhds_unique hlim hz)
  · intro hdiv
    -- squeeze the factor under `exp (-∑ g)`
    have hb := contraction_le_exp g fun t => (h1 t).le
    have hc : Tendsto (contraction g) atTop (𝓝 0) :=
      squeeze_zero (fun t => (hb t).1) (fun t => (hb t).2)
        (Real.tendsto_exp_neg_atTop_nhds_zero.comp hdiv)
    have hsm := hc.smul_const e₀
    rw [zero_smul] at hsm
    exact hsm.congr fun t => (wlError_eq_smul g e₀ t).symm
```

## Halving schedule

Stage k covers s = kM, …, kM + M − 1 with constant gain g 2^(−k) (`hstage`). The sum over k complete stages is

S_(kM) = 2Mg (1 − 2^(−k))

with induction step 2Mg(1 − 2^(−k)) + Mg 2^(−k) = 2Mg(1 − 2^(−(k+1))).

```lean
/-- The gain accumulated over `k` complete stages of the halving schedule is
`2 M g (1 - 2^(-k))`. -/
theorem halving_sum_stages (g : ℝ) (M k : ℕ) :
    ∑ s ∈ range (k * M), halving g M s = 2 * M * g * (1 - (1 / 2) ^ k) := by
  induction k with
  | zero => simp
  | succ k ih =>
    -- the gain is constant within stage `k`
    have hstage : ∑ x ∈ range M, halving g M (k * M + x)
        = ∑ _x ∈ range M, g * (1 / 2) ^ k := by
      refine Finset.sum_congr rfl fun x hx => ?_
      have hx' : x < M := Finset.mem_range.1 hx
      have hM : 0 < M := by omega
      have hdiv : (k * M + x) / M = k := by
        rw [Nat.add_comm (k * M) x, Nat.add_mul_div_right _ _ hM, Nat.div_eq_of_lt hx',
          zero_add]
      rw [halving, hdiv]
    rw [Nat.succ_mul, Finset.sum_range_add, ih, hstage, Finset.sum_const, Finset.card_range,
      nsmul_eq_mul]
    ring
```

For g ≥ 0 and M ≥ 1 one has t ≤ tM, so

S_t ≤ S_(tM) ≤ 2Mg

The condition `hM` matters because Lean sets t / 0 = 0, which would make the gain constant.

```lean
/-- With `g ≥ 0` and stage length `M ≥ 1`, the gain accumulated by the halving schedule
never exceeds `2 M g`. -/
theorem halving_sum_le (g : ℝ) (hg : 0 ≤ g) (M : ℕ) (hM : 1 ≤ M) (t : ℕ) :
    ∑ s ∈ range t, halving g M s ≤ 2 * M * g := by
  have hsub : range t ⊆ range (t * M) := fun x hx =>
    Finset.mem_range.2
      (lt_of_lt_of_le (Finset.mem_range.1 hx) (Nat.le_mul_of_pos_right t hM))
  have hle : ∑ s ∈ range t, halving g M s ≤ ∑ s ∈ range (t * M), halving g M s :=
    Finset.sum_le_sum_of_subset_of_nonneg hsub fun i _ _ => by
      unfold halving; positivity
  rw [halving_sum_stages] at hle
  have hrest : 0 ≤ 2 * (M : ℝ) * g * (1 / 2) ^ t := by positivity
  linarith
```

For 0 ≤ g < 1 all gains lie in [0, 1), and bounded partial sums make them summable. Thus P_t → p > 0, and P_t ≥ 1 − S_t ≥ 1 − 2Mg passes to the limit (`hge`). For e_0 ≠ 0 the error converges to some L ≠ 0 with

‖L‖ ≥ (1 − 2Mg) ‖e_0‖

The inequality carries information only for 2Mg < 1, while L ≠ 0 holds throughout. The remaining error can still be very small: since S_(kM) → 2Mg, the bound P_t ≤ exp(−S_t) gives ‖L‖ ≤ exp(−2Mg) ‖e_0‖.

```lean
/-- Under the halving schedule with `0 ≤ g < 1` and `M ≥ 1`, a nonzero initial error
converges to a nonzero limit `L` with `‖L‖ ≥ (1 - 2 M g) ‖e₀‖`. -/
theorem halving_saturates (g : ℝ) (hg0 : 0 ≤ g) (hg1 : g < 1) (M : ℕ) (hM : 1 ≤ M)
    (e₀ : E) (he : e₀ ≠ 0) :
    ∃ L : E, L ≠ 0 ∧ Tendsto (wlError (halving g M) e₀) atTop (𝓝 L) ∧
      (1 - 2 * M * g) * ‖e₀‖ ≤ ‖L‖ := by
  have h0 : ∀ t, 0 ≤ halving g M t := fun t => by unfold halving; positivity
  have h1 : ∀ t, halving g M t < 1 := fun t => by
    have hp : ((1 : ℝ) / 2) ^ (t / M) ≤ 1 := pow_le_one₀ (by norm_num) (by norm_num)
    unfold halving
    linarith [mul_le_mul_of_nonneg_left hp hg0]
  have hs : Summable (halving g M) :=
    summable_of_sum_range_le h0 (halving_sum_le g hg0 M hM)
  obtain ⟨p, hp, hlim⟩ := contraction_limit_pos _ h0 h1 hs
  refine ⟨p • e₀, smul_ne_zero hp.ne' he,
    (hlim.smul_const e₀).congr fun t => (wlError_eq_smul _ e₀ t).symm, ?_⟩
  have hge : 1 - 2 * M * g ≤ p := ge_of_tendsto' hlim fun t => by
    linarith [one_sub_sum_le_contraction _ h0 (fun s => (h1 s).le) t,
      halving_sum_le g hg0 M hM t]
  rw [norm_smul, Real.norm_of_nonneg hp.le]
  exact mul_le_mul_of_nonneg_right hge (norm_nonneg _)
```

## Inverse-time schedule

Here 1 − g_s = (s+1)/(s+2), and the product telescopes (`hc`):

P_t = (1/2)(2/3)⋯(t/(t+1)) = 1/(t+1),  e_t = e_0/(t+1) → 0

The theorem holds for every e_0, zero included, and is proved directly, without the criterion.

```lean
/-- Under the inverse-time schedule the error is `e₀ / (t + 1)` and tends to zero. -/
theorem inverseTime_error (e₀ : E) :
    (∀ t : ℕ, wlError inverseTime e₀ t = (1 / ((t : ℝ) + 1)) • e₀) ∧
      Tendsto (wlError inverseTime e₀) atTop (𝓝 0) := by
  -- the product of `(s+1)/(s+2)` telescopes
  have hc : ∀ t : ℕ, contraction inverseTime t = 1 / ((t : ℝ) + 1) := by
    intro t
    induction t with
    | zero => simp [contraction]
    | succ t ih =>
      have hn : contraction inverseTime (t + 1)
          = contraction inverseTime t * (1 - 1 / ((t : ℝ) + 2)) :=
        Finset.prod_range_succ _ _
      have hcast : (((t + 1 : ℕ) : ℝ) + 1) = (t : ℝ) + 2 := by push_cast; ring
      rw [hn, ih, hcast]
      field_simp
      ring
  have he : ∀ t : ℕ, wlError inverseTime e₀ t = (1 / ((t : ℝ) + 1)) • e₀ := fun t => by
    rw [wlError_eq_smul, hc]
  refine ⟨he, ?_⟩
  have hz : Tendsto (fun t : ℕ => 1 / ((t : ℝ) + 1)) atTop (𝓝 0) :=
    tendsto_one_div_add_atTop_nhds_zero_nat
  have hsm := hz.smul_const e₀
  rw [zero_smul] at hsm
  exact hsm.congr fun t => (he t).symm

end

end WangLandauError
```

```lean
#print axioms WangLandauError.wlError_tendsto_zero_iff
#print axioms WangLandauError.halving_saturates
#print axioms WangLandauError.inverseTime_error
```

```
'WangLandauError.wlError_tendsto_zero_iff' depends on axioms: [propext, Classical.choice, Quot.sound]
'WangLandauError.halving_saturates' depends on axioms: [propext, Classical.choice, Quot.sound]
'WangLandauError.inverseTime_error' depends on axioms: [propext, Classical.choice, Quot.sound]
```

## Hypotheses and an alternative model

The result separates gain schedules that leave a nonzero part of an initial error in ln Ω from those that remove it entirely in the limit, within a noiseless linear model with one prescribed gain in [0, 1) per step. It says nothing about the statistical error of an actual run.

The examples that follow are informal arithmetic, not theorems of the file. If g_t = 1 is admitted, take g_0 = 1 and g_t = 0 afterwards: e_t = 0 for t ≥ 1 although S_t stays at 1. If negative gains are admitted, take g_t alternating 1/2, −1/2: each pair of steps multiplies the error by (1/2)(3/2) = 3/4, so e_t → 0 while S_t alternates between 0 and 1/2.

Each bin i could instead have its own gain g_(t,i). The error would then not in general stay parallel to e_0, and for finitely many bins and gains in [0, 1) the scalar criterion would apply component by component: the gain sum would have to diverge in every bin whose initial error is nonzero.
